# A fixed matrix that commutes with a continuous generator at all times commutes with its time integral

Let A(r) be a complex square matrix of finite size depending continuously on a real time r, as the generator of a finite-dimensional quantum evolution may do, and let B be a fixed matrix with BA(r) = A(r)B for every r. The lemma says that B then commutes with the integral of A from s to t, for any real s and t. Neither matrix need be Hermitian, and the values of A at different times need not commute with one another. The attempt carries left and right multiplication by B through the integral as continuous linear maps, then equates the two integrands by the hypothesis.

Lean 4 with Mathlib refuses this proof:

```lean
import Mathlib

open scoped Matrix.Norms.Operator

namespace CommuteIntegratedGenerator

noncomputable section

variable {n : Type*} [Fintype n] [DecidableEq n]

/-- The generator integrated from time `s` to time `t`. -/
def integratedGenerator (A : ℝ → Matrix n n ℂ) (s t : ℝ) : Matrix n n ℂ :=
  ∫ r in s..t, A r

/-- A matrix that commutes with a continuous generator at all times commutes with its
integral. -/
theorem commute_integratedGenerator {A : ℝ → Matrix n n ℂ} (hA : Continuous A)
    {B : Matrix n n ℂ} (hB : ∀ r, B * A r = A r * B) (s t : ℝ) :
    Commute B (integratedGenerator A s t) := by
  have hi : IntervalIntegrable A MeasureTheory.volume s t := hA.intervalIntegrable s t
  -- left and right multiplication by `B` pass through the integral
  have hl := (ContinuousLinearMap.mul ℝ (Matrix n n ℂ) B).intervalIntegral_comp_comm hi
  have hr := ((ContinuousLinearMap.mul ℝ (Matrix n n ℂ)).flip B).intervalIntegral_comp_comm hi
  simp only [ContinuousLinearMap.mul_apply', ContinuousLinearMap.flip_apply] at hl hr
  change B * (∫ r in s..t, A r) = (∫ r in s..t, A r) * B
  rw [← hl, ← hr]
  exact intervalIntegral.integral_congr fun r _ => hB r

end

end CommuteIntegratedGenerator
```

Compiling this gives:

```
Main.lean:20:12: error(lean.synthInstanceFailed): failed to synthesize instance of type class
  ENormedAddMonoid (Matrix n n ℂ)

Hint: Type class instance resolution failures can be inspected with the `set_option trace.Meta.synthInstance true` command.
Main.lean:19:45: error: unsolved goals
n : Type u_1
inst✝¹ : Fintype n
inst✝ : DecidableEq n
A : ℝ → Matrix n n ℂ
hA : Continuous A
B : Matrix n n ℂ
hB : ∀ (r : ℝ), B * A r = A r * B
s t : ℝ
hi : sorry
⊢ Commute B (integratedGenerator A s t)
```

What went wrong. The first error is in the stated type of `hi`, and it comes from a mismatch of topologies, not from a missing norm. `IntervalIntegrable` asks for a topology on the matrices and then for an `ENormedAddMonoid` instance over that same topology. Lean picks the entrywise topology that Mathlib gives every matrix type, while the instance obtained from the opened operator norm carries the topology of that norm. The two are equal by definition, but seeing it takes more unfolding than instance search will do, so the search fails. The message hides the topology argument. The second error follows from the first: `hi` has type `sorry`, and the proof stops there with its goal open.

The repair leaves out the stated type. `hA.intervalIntegrable` now gives `hi` its type, with the topology taken from the norm. Lean still has to match this with the topology in `hA`, but it does so while checking an ordinary argument, where it may unfold the definitions. The measure, formerly read from the stated type, is now named by `(μ := MeasureTheory.volume)`.

The other changes answer no reported error, since the old ending was never reached, and the messages can't tell whether it would have worked. In place of `simp only` and `rw`, which must find matching patterns, the new ending names the equality of the two integrals `hmid` and chains it with `hl` and `hr`. `exact` then needs the result to agree with the goal only up to definitional unfolding.

After these edits no error is left:

```diff
@@ -18,12 +18,12 @@
     {B : Matrix n n ℂ} (hB : ∀ r, B * A r = A r * B) (s t : ℝ) :
     Commute B (integratedGenerator A s t) := by
-  have hi : IntervalIntegrable A MeasureTheory.volume s t := hA.intervalIntegrable s t
+  have hi := hA.intervalIntegrable (μ := MeasureTheory.volume) s t
   -- left and right multiplication by `B` pass through the integral
   have hl := (ContinuousLinearMap.mul ℝ (Matrix n n ℂ) B).intervalIntegral_comp_comm hi
   have hr := ((ContinuousLinearMap.mul ℝ (Matrix n n ℂ)).flip B).intervalIntegral_comp_comm hi
-  simp only [ContinuousLinearMap.mul_apply', ContinuousLinearMap.flip_apply] at hl hr
+  have hmid : (∫ r in s..t, B * A r) = ∫ r in s..t, A r * B :=
+    intervalIntegral.integral_congr fun r _ => hB r
   change B * (∫ r in s..t, A r) = (∫ r in s..t, A r) * B
-  rw [← hl, ← hr]
-  exact intervalIntegral.integral_congr fun r _ => hB r
+  exact hl.symm.trans (hmid.trans hr)
 
 end
```
